# For $T\ge 0$, the scaled Boys functions $(2m+1)F_m(T)$ tend to $e^{-T}$ as the order $m$ grows

Coulomb integrals over Gaussian basis functions reduce to the Boys functions

$$F_m(T)=\int_0^1 t^{2m}e^{-Tt^2}\,dt,\qquad m=0,1,2,\dots$$

Here $T$ is a positive combination of Gaussian exponents times a squared distance, so $T\ge 0$. Integrals over s-type functions need only $F_0$; with higher angular momentum several orders are generally needed at once, and a downward recursion can supply them from a value at the highest order. How good is the simple starting value $e^{-T}/(2m+1)$?

Write $S_m=(2m+1)F_m(T)$. For $T\ge0$, $S_m$ is nonincreasing in $m$, tends to $e^{-T}$, and satisfies

$$0\le S_m-e^{-T}\le\frac{2T}{2m+3}\quad\text{for every } m.$$

## The excess over $e^{-T}$

Differentiate $t^{2m+1}e^{-Tt^2}$:

$$\frac{d}{dt}\,t^{2m+1}e^{-Tt^2}=(2m+1)\,t^{2m}e^{-Tt^2}-2T\,t^{2m+2}e^{-Tt^2}.$$

Integrating over $[0,1]$ leaves $e^{-T}$ on the left, because the boundary term vanishes at $t=0$. Hence

$$S_m-e^{-T}=2T\,F_{m+1}(T).\tag{1}$$

Solved for $F_m$, this is the downward recursion; the starting value above amounts to setting $F_{m+1}=0$.

On $[0,1]$ the integrand is nonnegative and $t^{2m+2}\le t^{2m}$, so $0\le F_{m+1}\le F_m$. For $T\ge0$, (1) then gives $S_m\ge e^{-T}$ and

$$S_{m+1}-S_m=2T\,(F_{m+2}-F_{m+1})\le 0.$$

Also $e^{-Tt^2}\le1$, so $F_m\le\int_0^1t^{2m}dt=1/(2m+1)$ and $S_m\le1$. Multiplying (1) by $2m+3$ gives

$$(2m+3)(S_m-e^{-T})=2T\,S_{m+1}.\tag{2}$$

Since $e^{-T}\le S_{m+1}\le1$, the excess lies between $2Te^{-T}/(2m+3)$ and $2T/(2m+3)$. The upper bound tends to zero, which proves the limit. Then $S_{m+1}\to e^{-T}$ in (2) shows that the excess times $2m+3$ tends to $2Te^{-T}$.

Two remarks go beyond the Lean theorems below. Applying the bound on the excess to $S_{m+1}$ in (2) gives the next correction:

$$0\le S_m-e^{-T}-\frac{2Te^{-T}}{2m+3}\le\frac{4T^2}{(2m+3)(2m+5)}.$$

For negative $T$ the bound $0\le S_m-e^{-T}$ fails. At $T=-1$, $m=0$ we have $S_0=\int_0^1e^{t^2}dt<e=e^{-T}$, so the excess is negative.

## The integrals and the identity in Lean

```lean
import Mathlib

open Filter Topology

namespace BoysHighOrder

noncomputable section
```

The order is a natural number and $T$ is any real number; the sign condition enters only where it is needed.

```lean
/-- The Boys function `F_m(T)`, the integral of `t^(2m) exp(-T t²)` over `[0,1]`. -/
def boys (m : ℕ) (T : ℝ) : ℝ :=
  ∫ t in (0 : ℝ)..1, t ^ (2 * m) * Real.exp (-T * t ^ 2)
```

`boys m T` is $F_m(T)$, without a prefactor, and `scaledBoys m T` is $S_m$.

```lean
/-- The scaled Boys function `(2m+1) F_m(T)`. -/
def scaledBoys (m : ℕ) (T : ℝ) : ℝ := (2 * (m : ℝ) + 1) * boys m T
```

Identity (1) holds for every real $T$. In its proof, `hd` is the product rule above, and `integral_eq_sub_of_hasDerivAt` is the fundamental theorem of calculus. The integral is then split and `linear_combination` rearranges the result.

```lean
/-- The excess of the scaled Boys function over `exp(-T)` is `2T` times the Boys function
of the next order. -/
theorem scaledBoys_sub_exp (m : ℕ) (T : ℝ) :
    scaledBoys m T - Real.exp (-T) = 2 * T * boys (m + 1) T := by
  -- the boundary term of the integration by parts is t^(2m+1) exp(-T t²)
  have hd : ∀ t : ℝ, HasDerivAt (fun s : ℝ => s ^ (2 * m + 1) * Real.exp (-T * s ^ 2))
      ((2 * (m : ℝ) + 1) * (t ^ (2 * m) * Real.exp (-T * t ^ 2))
        - 2 * T * (t ^ (2 * (m + 1)) * Real.exp (-T * t ^ 2))) t := by
    intro t
    have h1 := hasDerivAt_pow (2 * m + 1) t
    have h3 : HasDerivAt (fun s : ℝ => -T * s ^ 2) (-T * (2 * t)) t :=
      ((hasDerivAt_pow 2 t).const_mul (-T)).congr_deriv (by norm_num)
    refine (h1.fun_mul h3.exp).congr_deriv ?_
    rw [Nat.add_sub_cancel]
    push_cast
    ring
  have h := intervalIntegral.integral_eq_sub_of_hasDerivAt (a := 0) (b := 1)
    (fun t _ => hd t) (Continuous.intervalIntegrable (by fun_prop) 0 1)
  have e0 : (0 : ℝ) ^ (2 * m + 1) = 0 := zero_pow (by omega)
  rw [intervalIntegral.integral_sub, intervalIntegral.integral_const_mul,
    intervalIntegral.integral_const_mul] at h
  · simp only [one_pow, mul_one, one_mul, e0, zero_mul, sub_zero] at h
    unfold scaledBoys boys
    linear_combination h
  · exact Continuous.intervalIntegrable (by fun_prop) 0 1
  · exact Continuous.intervalIntegrable (by fun_prop) 0 1
```

## Bounds from the integrand

The next lemma compares integrands pointwise, again for every real $T$.

```lean
/-- Boys functions are nonnegative and do not increase with the order. -/
theorem boys_nonneg_and_succ_le (m : ℕ) (T : ℝ) :
    0 ≤ boys m T ∧ boys (m + 1) T ≤ boys m T := by
  unfold boys
  constructor
  · apply intervalIntegral.integral_nonneg (by norm_num)
    intro t ht
    exact mul_nonneg (pow_nonneg ht.1 _) (Real.exp_pos _).le
  · apply intervalIntegral.integral_mono_on (by norm_num)
      (Continuous.intervalIntegrable (by fun_prop) 0 1)
      (Continuous.intervalIntegrable (by fun_prop) 0 1)
    intro t ht
    exact mul_le_mul_of_nonneg_right
      (pow_le_pow_of_le_one ht.1 ht.2 (by omega)) (Real.exp_pos _).le
```

With `hT : 0 ≤ T`, identity (1) gives the lower end of the interval $[e^{-T},1]$. Dropping the Gaussian factor gives the upper end.

```lean
/-- For `T ≥ 0` the scaled Boys function lies between `exp(-T)` and `1`. -/
theorem scaledBoys_mem_Icc (m : ℕ) {T : ℝ} (hT : 0 ≤ T) :
    scaledBoys m T ∈ Set.Icc (Real.exp (-T)) 1 := by
  constructor
  · have h := scaledBoys_sub_exp m T
    have h' := mul_nonneg (mul_nonneg zero_le_two hT) (boys_nonneg_and_succ_le (m + 1) T).1
    linarith
  · -- drop the Gaussian factor, which is at most one
    have h : boys m T ≤ ∫ t in (0 : ℝ)..1, t ^ (2 * m) := by
      unfold boys
      apply intervalIntegral.integral_mono_on (by norm_num)
        (Continuous.intervalIntegrable (by fun_prop) 0 1)
        (Continuous.intervalIntegrable (by fun_prop) 0 1)
      intro t ht
      exact mul_le_of_le_one_right (pow_nonneg ht.1 _)
        (Real.exp_le_one_iff.mpr (by nlinarith [mul_nonneg hT (sq_nonneg t)]))
    have h2 : (∫ t in (0 : ℝ)..1, t ^ (2 * m)) = 1 / (2 * (m : ℝ) + 1) := by
      rw [integral_pow]
      simp
    have hp : (0 : ℝ) < 2 * (m : ℝ) + 1 := by positivity
    rw [h2, le_div_iff₀ hp] at h
    unfold scaledBoys
    linarith
```

Identity (2) follows by algebra from (1).

```lean
/-- The excess over `exp(-T)`, multiplied by `2m+3`, equals `2T` times the scaled Boys
function of the next order. -/
theorem excess_mul (m : ℕ) (T : ℝ) :
    (2 * (m : ℝ) + 3) * (scaledBoys m T - Real.exp (-T)) = 2 * T * scaledBoys (m + 1) T := by
  rw [scaledBoys_sub_exp]
  unfold scaledBoys
  push_cast
  ring
```

Inserting the interval for order $m+1$ into (2) and dividing by the positive number $2m+3$ bounds the excess on both sides.

```lean
/-- For `T ≥ 0` the excess of `(2m+1) F_m(T)` over `exp(-T)` lies between
`2T exp(-T)/(2m+3)` and `2T/(2m+3)`. -/
theorem excess_bounds (m : ℕ) {T : ℝ} (hT : 0 ≤ T) :
    2 * T * Real.exp (-T) / (2 * (m : ℝ) + 3) ≤ scaledBoys m T - Real.exp (-T) ∧
      scaledBoys m T - Real.exp (-T) ≤ 2 * T / (2 * (m : ℝ) + 3) := by
  have hp : (0 : ℝ) < 2 * (m : ℝ) + 3 := by positivity
  have hT2 : 0 ≤ 2 * T := by linarith
  have he := excess_mul m T
  obtain ⟨hl, hu⟩ := scaledBoys_mem_Icc (m + 1) hT
  have hl' := mul_le_mul_of_nonneg_left hl hT2
  have hu' := mul_le_mul_of_nonneg_left hu hT2
  constructor
  · rw [div_le_iff₀ hp]
    linarith
  · rw [le_div_iff₀ hp]
    linarith
```

## The limit and its rate

The main theorem has three parts: `Antitone` says that the sequence is nonincreasing, `Tendsto` gives the limit as $m\to\infty$ at fixed $T$, and the last part is the bound for every $m$. The first part uses (1) at two successive orders. The second squeezes $S_m$ between $e^{-T}$ and $e^{-T}+2T/(2m+3)$.

```lean
/-- High-order limit: for `T ≥ 0` the sequence `(2m+1) F_m(T)` is nonincreasing in `m` and
tends to `exp(-T)`, from which it differs by at least `0` and at most `2T/(2m+3)`. -/
theorem scaledBoys_high_order_limit {T : ℝ} (hT : 0 ≤ T) :
    Antitone (fun m : ℕ => scaledBoys m T) ∧
      Tendsto (fun m : ℕ => scaledBoys m T) atTop (𝓝 (Real.exp (-T))) ∧
      ∀ m : ℕ, 0 ≤ scaledBoys m T - Real.exp (-T) ∧
        scaledBoys m T - Real.exp (-T) ≤ 2 * T / (2 * (m : ℝ) + 3) := by
  refine ⟨antitone_nat_of_succ_le ?_, ?_, ?_⟩
  · -- the excess inherits the monotonicity of the next Boys function
    intro m
    have h1 := scaledBoys_sub_exp m T
    have h2 := scaledBoys_sub_exp (m + 1) T
    have h3 := mul_le_mul_of_nonneg_left (boys_nonneg_and_succ_le (m + 1) T).2
      (mul_nonneg zero_le_two hT)
    linarith
  · have hden : Tendsto (fun m : ℕ => 2 * (m : ℝ) + 3) atTop atTop :=
      tendsto_atTop_add_const_right _ _
        (tendsto_natCast_atTop_atTop.const_mul_atTop two_pos)
    have h0 : Tendsto (fun m : ℕ => 2 * T / (2 * (m : ℝ) + 3)) atTop (𝓝 0) :=
      tendsto_const_nhds.div_atTop hden
    have hup : Tendsto (fun m : ℕ => Real.exp (-T) + 2 * T / (2 * (m : ℝ) + 3)) atTop
        (𝓝 (Real.exp (-T))) := by
      simpa using h0.const_add (Real.exp (-T))
    refine tendsto_of_tendsto_of_tendsto_of_le_of_le tendsto_const_nhds hup ?_ ?_
    · intro m
      exact (scaledBoys_mem_Icc m hT).1
    · intro m
      have h := (excess_bounds m hT).2
      change scaledBoys m T ≤ Real.exp (-T) + 2 * T / (2 * (m : ℝ) + 3)
      linarith
  · intro m
    exact ⟨sub_nonneg.mpr (scaledBoys_mem_Icc m hT).1, (excess_bounds m hT).2⟩
```

For the rate, `excess_mul` rewrites the sequence as $2T\,S_{m+1}$, and the limit just proved is applied to the shifted sequence.

```lean
/-- For `T ≥ 0` the excess of `(2m+1) F_m(T)` over `exp(-T)`, multiplied by `2m+3`, tends to
`2T exp(-T)` as the order grows. -/
theorem excess_rate {T : ℝ} (hT : 0 ≤ T) :
    Tendsto (fun m : ℕ => (2 * (m : ℝ) + 3) * (scaledBoys m T - Real.exp (-T))) atTop
      (𝓝 (2 * T * Real.exp (-T))) := by
  simp only [excess_mul]
  exact ((scaledBoys_high_order_limit hT).2.1.comp (tendsto_add_atTop_nat 1)).const_mul (2 * T)
```

## The error of the starting value

Dividing the main bound by $2m+1$ answers the opening question: $e^{-T}/(2m+1)$ never overestimates $F_m(T)$, and it is short by at most $2T/((2m+1)(2m+3))$. For integral codes this bounds the absolute error of the starting value in exact arithmetic; rounding is not modelled. Relative to the starting value the bound is $2Te^{T}/(2m+3)$, so at large $T$ this bound guarantees good relative accuracy only for very high orders. The bound is loose there: the true error is smaller by the factor $S_{m+1}$.

```lean
/-- For `T ≥ 0` the estimate `exp(-T)/(2m+1)` of `F_m(T)` is never too large, and its error
is at most `2T/((2m+1)(2m+3))`. -/
theorem boys_seed_error (m : ℕ) {T : ℝ} (hT : 0 ≤ T) :
    0 ≤ boys m T - Real.exp (-T) / (2 * (m : ℝ) + 1) ∧
      boys m T - Real.exp (-T) / (2 * (m : ℝ) + 1)
        ≤ 2 * T / ((2 * (m : ℝ) + 1) * (2 * (m : ℝ) + 3)) := by
  have hp : (0 : ℝ) < 2 * (m : ℝ) + 1 := by positivity
  obtain ⟨hl, hu⟩ := (scaledBoys_high_order_limit hT).2.2 m
  have e1 : boys m T - Real.exp (-T) / (2 * (m : ℝ) + 1)
      = (scaledBoys m T - Real.exp (-T)) / (2 * (m : ℝ) + 1) := by
    unfold scaledBoys
    rw [sub_div, mul_div_cancel_left₀ _ hp.ne']
  rw [e1]
  refine ⟨div_nonneg hl hp.le, ?_⟩
  rw [mul_comm (2 * (m : ℝ) + 1), ← div_div]
  gcongr

end

end BoysHighOrder
```

```lean
#print axioms BoysHighOrder.scaledBoys_sub_exp
-- 'BoysHighOrder.scaledBoys_sub_exp' depends on axioms: [propext, Classical.choice, Quot.sound]
#print axioms BoysHighOrder.excess_rate
-- 'BoysHighOrder.excess_rate' depends on axioms: [propext, Classical.choice, Quot.sound]
#print axioms BoysHighOrder.boys_seed_error
-- 'BoysHighOrder.boys_seed_error' depends on axioms: [propext, Classical.choice, Quot.sound]
```
